# A repulsive Gutzwiller factor on $L$ sites as an average of $2^L$ one-body factors

## The factor, the fields and the identity

A Gutzwiller factor lowers the weight of configurations in which an up and a down electron share a lattice site. Let $u_i$ and $d_i$ be the numbers of up and down electrons on site $i$, each 0 or 1, on a lattice of $L$ sites. The factor is

$$G(u,d)=\exp\Big(-g\sum_i u_i d_i\Big),\qquad g\ge 0 .$$

Here $g$ is the strength of the suppression: each doubly occupied site costs a factor $e^{-g}$. Many textbooks use the letter $g$ for that factor itself, a number between 0 and 1. Full projection, which forbids double occupancy, is the limit $g\to\infty$ in the present convention and is not a value of $g$.

The exponent contains the product $u_i d_i$, so $G$ correlates the two spin species. To separate them, put an auxiliary field $s_i\in\{-1,1\}$ on every site and choose a real coupling $a$ with

$$\cosh a=e^{g/2}.$$

Then

$$G(u,d)=2^{-L}\sum_{s\in\{-1,1\}^L}\ \prod_i e^{(a s_i-g/2)u_i}\,e^{(-a s_i-g/2)d_i}.$$

Each term is a product of an up factor and a down factor, and each exponent is linear in the occupations. This is the discrete Hubbard–Stratonovich transformation applied to a trial wave function. A suitable coupling is $a=\log\big(e^{g/2}+\sqrt{e^g-1}\big)$. The value $-a$ serves equally well, because changing its sign only relabels the fields.

## Overlaps of a correlated trial state with a walker

In auxiliary-field Monte Carlo for a Hubbard-type lattice model, a walker is a Slater determinant and has no definite electron positions. A code therefore can't evaluate $G$ at the walker as a variational code does at sampled positions. The identity turns a Gutzwiller trial state on a finite lattice into a sum of determinants, whose overlaps with the walker are available.

Let $\Phi$ and $\Psi$ be the matrices of up and down trial orbitals, with sites as rows and orbitals as columns, and let $A$ and $B$ be the corresponding matrices of the walker. For a field $s$, the code multiplies row $i$ of $\Phi$ by $e^{a s_i-g/2}$ and row $i$ of $\Psi$ by $e^{-a s_i-g/2}$. Call the results $\Phi_s$ and $\Psi_s$. The overlap is

$$2^{-L}\sum_s \det(\Phi_s^\dagger A)\,\det(\Psi_s^\dagger B).$$

The row multipliers take only two values, $1+\sqrt{1-e^{-g}}$ and $1-\sqrt{1-e^{-g}}$. For $g=1$ they are about 1.795 and 0.205, with $a\approx1.085$. Where $s_i=1$, the up row gets the larger number and the down row the smaller one; where $s_i=-1$, the roles are exchanged.

A cluster of 4 sites has 16 terms, which can be summed directly. A $4\times4$ lattice has 65,536, and an $8\times8$ lattice has $2^{64}$, so on larger lattices the fields are sampled. Drawing each $s_i$ independently with probability one half and averaging the product of determinants gives an unbiased estimate of the overlap.

The dressed orbitals are in general not orthonormal. If a code orthonormalises them as $\Phi_s=QR$, then $\det(\Phi_s^\dagger A)=\overline{\det R}\,\det(Q^\dagger A)$, so the complex conjugate of $\det R$ belongs to the weight of that term in the overlap and has to be kept.

## From one site to Slater determinants

**One site.** Write $w_\pm=e^{\pm a-g/2}$. The coupling equation gives

$$w_++w_-=2e^{-g/2}\cosh a=2,\qquad w_+w_-=e^{-g}.$$

The average over the field on this site is $\tfrac12\,(w_-^{u}w_+^{d}+w_+^{u}w_-^{d})$. Its values are:

- for $u=d=0$, $\tfrac12(1+1)=1$;
- for one electron of either spin, $\tfrac12(w_-+w_+)=1$;
- for $u=d=1$, $\tfrac12(w_-w_++w_+w_-)=e^{-g}$.

These are the values of $e^{-gud}$. An occupation of 2 would spoil the result: for $u=2$, $d=0$ the average is $\tfrac12(w_+^2+w_-^2)=2-e^{-g}$, which differs from 1 when $g>0$.

**The coupling.** Let $r=\sqrt{e^g-1}$, which is real for $g\ge0$. Since $(e^{g/2}+r)(e^{g/2}-r)=e^g-(e^g-1)=1$, the choice $e^a=e^{g/2}+r$ gives $e^{-a}=e^{g/2}-r$. Half the sum of the two is $\cosh a=e^{g/2}$. Conversely, $\cosh a\ge1$ for every real $a$, so the coupling equation forces $e^{g/2}\ge1$ and hence $g\ge0$.

**All sites.** The exponential of a sum is a product, so

$$G(u,d)=\prod_i e^{-gu_id_i}=\prod_i\frac12\sum_{\sigma=\pm1}e^{(a\sigma-g/2)u_i}e^{(-a\sigma-g/2)d_i}.$$

Expanding the product means choosing one value of $\sigma$ on each site. The choices are the $2^L$ fields $s$, and the factors $\tfrac12$ combine to $2^{-L}$.

**Determinants.** Place the up electrons at sites $x_k$. Their amplitude is the determinant of the matrix with entries $\Phi_{x_k,l}$, where $l$ labels the orbital. Dressing multiplies row $k$ by $e^{a s_{x_k}-g/2}$, so the determinant acquires the factor

$$\prod_k e^{a s_{x_k}-g/2}=\prod_i e^{(a s_i-g/2)u_i},$$

where $u_i$ counts the electrons with $x_k=i$. The down electrons, at sites $y_k$, follow the same rule with $-a$.

If all electrons of equal spin sit on different sites, the occupations are 0 or 1. Multiplying the identity for $G$ by the two undressed determinants then gives

$$G\,\det[\Phi_{x_k,l}]\,\det[\Psi_{y_k,l}]=2^{-L}\sum_s\det[(\Phi_s)_{x_k,l}]\,\det[(\Psi_s)_{y_k,l}].$$

If two electrons of equal spin share a site, their determinant has two equal rows, before and after dressing. Both sides vanish, and the equation holds at all positions.

## The decoupling in Lean

```lean
import Mathlib

open Finset

namespace GutzwillerAuxiliaryField

noncomputable section

variable {ι m n : Type*} [Fintype ι] [DecidableEq ι]
  [Fintype m] [DecidableEq m] [Fintype n] [DecidableEq n]

/-- The Gutzwiller factor `exp(-g ∑ u_i d_i)` for up and down occupations `u` and `d`. -/
def gutzwiller (g : ℝ) (u d : ι → ℝ) : ℝ :=
  Real.exp (-g * ∑ i, u i * d i)

/-- The auxiliary-field configurations: every site carries `-1` or `1`. -/
def fields (ι : Type*) [Fintype ι] [DecidableEq ι] : Finset (ι → ℝ) :=
  Fintype.piFinset fun _ => ({-1, 1} : Finset ℝ)

/-- The one-body factor `∏ exp((a s_i - g/2) n_i)` of one spin species with occupations `n_i`
in the field `s`. -/
def oneBody (a g : ℝ) (s occup : ι → ℝ) : ℝ :=
  ∏ i, Real.exp ((a * s i - g / 2) * occup i)

/-- The number of electrons on site `i` when the electrons sit at the positions `x`. -/
def occ (x : n → ι) (i : ι) : ℝ :=
  ∑ k, if x k = i then 1 else 0

/-- The unnormalised Slater determinant of the orbitals `Φ` (columns) at the electron
positions `x`. -/
def slater (Φ : Matrix ι n ℂ) (x : n → ι) : ℂ :=
  (Φ.submatrix x id).det

/-- Orbitals whose amplitude on site `i` is multiplied by `exp(a s_i - g/2)`. -/
def dress (a g : ℝ) (s : ι → ℝ) (Φ : Matrix ι n ℂ) : Matrix ι n ℂ :=
  Matrix.of fun i l => ((Real.exp (a * s i - g / 2) : ℝ) : ℂ) * Φ i l

/-- On a lattice of `L` sites there are `2^L` auxiliary-field configurations. -/
theorem card_fields : (fields ι).card = 2 ^ Fintype.card ι := by
  have h : ({-1, 1} : Finset ℝ).card = 2 := Finset.card_pair (by norm_num)
  simp only [fields, Fintype.card_piFinset, h, Finset.prod_const, Finset.card_univ]

/-- For `g ≥ 0` the coupling `a = log(exp(g/2) + √(exp g - 1))` solves
`cosh a = exp(g/2)`. -/
theorem cosh_coupling {g : ℝ} (hg : 0 ≤ g) :
    Real.cosh (Real.log (Real.exp (g / 2) + √(Real.exp g - 1))) = Real.exp (g / 2) := by
  have hr : √(Real.exp g - 1) ^ 2 = Real.exp g - 1 :=
    Real.sq_sqrt (by linarith [Real.one_le_exp hg])
  have h2 : Real.exp g = Real.exp (g / 2) ^ 2 := by
    rw [sq, ← Real.exp_add, add_halves]
  have hpos : 0 < Real.exp (g / 2) + √(Real.exp g - 1) :=
    add_pos_of_pos_of_nonneg (Real.exp_pos _) (Real.sqrt_nonneg _)
  -- the inverse is obtained by changing the sign of the root
  have hinv : (Real.exp (g / 2) + √(Real.exp g - 1))⁻¹
      = Real.exp (g / 2) - √(Real.exp g - 1) :=
    inv_eq_of_mul_eq_one_right (by linear_combination -hr - h2)
  rw [Real.cosh_eq, Real.exp_neg, Real.exp_log hpos, hinv]
  ring

/-- A real coupling `a` with `cosh a = exp(g/2)` exists exactly when `g` is nonnegative. -/
theorem exists_coupling_iff (g : ℝ) :
    (∃ a : ℝ, Real.cosh a = Real.exp (g / 2)) ↔ 0 ≤ g := by
  constructor
  · rintro ⟨a, ha⟩
    by_contra h
    have h1 : Real.exp (g / 2) < 1 := Real.exp_lt_one_iff.mpr (by linarith)
    linarith [Real.one_le_cosh a]
  · intro hg
    exact ⟨_, cosh_coupling hg⟩

/-- The decoupling on one site: for occupations 0 or 1 and `cosh a = exp(g/2)`, the factor
`exp(-g u d)` is the average of two products of one-body factors. -/
theorem site_decoupling {a g u d : ℝ} (ha : Real.cosh a = Real.exp (g / 2))
    (hu : u = 0 ∨ u = 1) (hd : d = 0 ∨ d = 1) :
    Real.exp (-g * (u * d)) = 1 / 2 * ∑ σ ∈ ({-1, 1} : Finset ℝ),
      Real.exp ((a * σ - g / 2) * u) * Real.exp ((-a * σ - g / 2) * d) := by
  rw [Real.cosh_eq] at ha
  have h2 : Real.exp (g / 2) * Real.exp (-(g / 2)) = 1 := by
    rw [← Real.exp_add, add_neg_cancel, Real.exp_zero]
  -- a single electron has average weight one
  have h1 : Real.exp (a - g / 2) + Real.exp (-a - g / 2) = 2 := by
    simp only [sub_eq_add_neg, Real.exp_add]
    linear_combination 2 * Real.exp (-(g / 2)) * ha + 2 * h2
  -- for a pair the field cancels
  have h3 : Real.exp (a - g / 2) * Real.exp (-a - g / 2) = Real.exp (-g) := by
    rw [← Real.exp_add]
    congr 1
    ring
  rw [Finset.sum_pair (by norm_num)]
  rcases hu with rfl | rfl <;> rcases hd with rfl | rfl <;>
    simp only [mul_zero, mul_one, one_mul, mul_neg, neg_neg, Real.exp_zero]
  · norm_num
  · linear_combination -(1 / 2) * h1
  · linear_combination -(1 / 2) * h1
  · linear_combination -h3

/-- For occupations 0 or 1 on `L` sites and `cosh a = exp(g/2)`, the Gutzwiller factor is
`2^(-L)` times the sum over all fields of an up and a down one-body factor. -/
theorem gutzwiller_eq_sum {a g : ℝ} {u d : ι → ℝ} (ha : Real.cosh a = Real.exp (g / 2))
    (hu : ∀ i, u i = 0 ∨ u i = 1) (hd : ∀ i, d i = 0 ∨ d i = 1) :
    gutzwiller g u d = ((2 : ℝ) ^ Fintype.card ι)⁻¹ *
      ∑ s ∈ fields ι, oneBody a g s u * oneBody (-a) g s d := by
  unfold gutzwiller oneBody fields
  rw [Finset.mul_sum, Real.exp_sum,
    Finset.prod_congr rfl fun i _ => site_decoupling ha (hu i) (hd i)]
  -- a product of sums over the site fields is a sum over configurations
  rw [Finset.prod_mul_distrib, Finset.prod_univ_sum]
  simp only [Finset.prod_mul_distrib, Finset.prod_const, Finset.card_univ, one_div, inv_pow]

omit [Fintype ι] in
/-- Electrons at pairwise different positions give occupations 0 or 1. -/
theorem occ_zero_or_one {x : n → ι} (hx : Function.Injective x) (i : ι) :
    occ x i = 0 ∨ occ x i = 1 := by
  by_cases h : ∃ k, x k = i
  · obtain ⟨k, rfl⟩ := h
    right
    simp [occ, hx.eq_iff]
  · left
    exact Finset.sum_eq_zero fun k _ => if_neg fun hk => h ⟨k, hk⟩

omit [Fintype ι] [DecidableEq ι] in
/-- A Slater determinant vanishes when two of its electrons share a site. -/
theorem slater_eq_zero (Φ : Matrix ι n ℂ) {x : n → ι} (hx : ¬ Function.Injective x) :
    slater Φ x = 0 := by
  simp only [Function.Injective, not_forall] at hx
  obtain ⟨k, l, hkl, hne⟩ := hx
  refine Matrix.det_zero_of_row_eq hne ?_
  funext j
  change Φ (x k) j = Φ (x l) j
  rw [hkl]

/-- Dressing the orbitals multiplies the Slater determinant by the one-body factor of the
electrons' occupations. -/
theorem slater_dress (a g : ℝ) (s : ι → ℝ) (Φ : Matrix ι n ℂ) (x : n → ι) :
    slater (dress a g s Φ) x = ((oneBody a g s (occ x) : ℝ) : ℂ) * slater Φ x := by
  -- the product over sites equals the product over electrons
  have h : oneBody a g s (occ x) = ∏ k, Real.exp (a * s (x k) - g / 2) := by
    unfold oneBody occ
    rw [← Real.exp_sum, ← Real.exp_sum]
    congr 1
    simp only [Finset.mul_sum]
    rw [Finset.sum_comm]
    simp
  rw [h, Complex.ofReal_prod]
  exact Matrix.det_mul_column
    (fun k => ((Real.exp (a * s (x k) - g / 2) : ℝ) : ℂ)) (Φ.submatrix x id)

/-- If `cosh a = exp(g/2)`, a Gutzwiller factor times an up and a down Slater determinant is,
at all electron positions, `2^(-L)` times a sum over fields of products of two Slater
determinants with dressed orbitals. -/
theorem gutzwiller_slater {a g : ℝ} (ha : Real.cosh a = Real.exp (g / 2))
    (Φ : Matrix ι m ℂ) (Ψ : Matrix ι n ℂ) (x : m → ι) (y : n → ι) :
    ((gutzwiller g (occ x) (occ y) : ℝ) : ℂ) * (slater Φ x * slater Ψ y) =
      ((2 : ℂ) ^ Fintype.card ι)⁻¹ *
        ∑ s ∈ fields ι, slater (dress a g s Φ) x * slater (dress (-a) g s Ψ) y := by
  by_cases hx : Function.Injective x
  · by_cases hy : Function.Injective y
    · rw [gutzwiller_eq_sum ha (occ_zero_or_one hx) (occ_zero_or_one hy)]
      push_cast
      simp only [slater_dress]
      rw [mul_assoc, Finset.sum_mul]
      congr 1
      exact Finset.sum_congr rfl fun s _ => by ring
    · -- two down electrons coincide: both sides vanish
      simp [slater_eq_zero _ hy]
  · -- two up electrons coincide: both sides vanish
    simp [slater_eq_zero _ hx]

end

end GutzwillerAuxiliaryField
```

```lean
#print axioms GutzwillerAuxiliaryField.card_fields
#print axioms GutzwillerAuxiliaryField.exists_coupling_iff
#print axioms GutzwillerAuxiliaryField.gutzwiller_eq_sum
#print axioms GutzwillerAuxiliaryField.gutzwiller_slater
```

```
'GutzwillerAuxiliaryField.card_fields' depends on axioms: [propext, Classical.choice, Quot.sound]
'GutzwillerAuxiliaryField.exists_coupling_iff' depends on axioms: [propext, Classical.choice, Quot.sound]
'GutzwillerAuxiliaryField.gutzwiller_eq_sum' depends on axioms: [propext, Classical.choice, Quot.sound]
'GutzwillerAuxiliaryField.gutzwiller_slater' depends on axioms: [propext, Classical.choice, Quot.sound]
```

## Amplitudes at fixed positions, and the step to overlaps

**Reading the statements.** The finite type `ι` is the set of sites, and `Fintype.card ι` is $L$. Neither a geometry nor a Hamiltonian enters. Occupations are real-valued functions on the sites, and `gutzwiller_eq_sum` restricts them to 0 and 1 through `hu` and `hd`. Its other hypothesis, `ha`, is the coupling equation, which ties the field strength to the suppression of double occupancy. It already implies $g\ge0$, so no separate sign condition appears. `exists_coupling_iff` says that a real coupling exists exactly for nonnegative $g$, and `cosh_coupling` supplies the explicit one.

The set `fields ι` contains the functions from sites to $\{-1,1\}$, and `card_fields` counts them. The down factor is `oneBody` with `-a` in place of `a`. At $g=0$ the coupling is zero and all $2^L$ terms are equal, so the number counts fields and not distinct determinants.

In `gutzwiller_slater`, the types `m` and `n` label the up and down electrons, and also their orbitals. The maps `x` and `y` give the positions, and `occ` turns positions into occupations. The orbital matrices are complex and arbitrary; neither orthonormality nor linear independence is assumed. `slater` is the bare determinant. For orthonormal orbitals, the normalised first-quantised amplitude of the undressed state carries $1/\sqrt{N_\uparrow!\,N_\downarrow!}$, where $N_\uparrow$ and $N_\downarrow$ are the electron numbers. This constant multiplies both sides of the identity. It does not normalise the Gutzwiller state or the individual dressed determinants.

**The lemmas.** In `site_decoupling`, `h1` is $w_++w_-=2$ and `h3` is $w_+w_-=e^{-g}$. The `rcases` line splits the proof into the four occupations, and `linear_combination` closes the three occupied cases from these two relations. In `cosh_coupling`, `hinv` is the step that finds $e^{-a}$ by changing the sign of the root. The converse in `exists_coupling_iff` uses `Real.one_le_cosh`.

`gutzwiller_eq_sum` first writes the exponential as a product with `Real.exp_sum` and inserts the one-site result. `Finset.prod_univ_sum` then expands the product of site sums into a sum over fields.

`slater_dress` proves the factor rule for determinants. Its inner statement `h` converts the product over sites into one over electrons by exchanging two sums in the exponent. `Matrix.det_mul_column` then extracts the factors; despite its name, it scales rows, by the entries of a column of numbers.

`occ_zero_or_one` shows that distinct positions give occupations 0 or 1, and `slater_eq_zero` treats coincident ones through two equal rows. `gutzwiller_slater` separates these cases for each spin. With all positions distinct it combines the lattice identity with `slater_dress`; otherwise both sides are zero.

**What a code adds.** The final theorem concerns amplitudes at given positions. The overlap formula for a walker needs one more step: multiply the complex conjugate of the trial amplitude by the walker amplitude and sum over the sets of sites occupied by up and by down electrons, each choice counted once. (Summing the same products of bare determinants over all maps `x` and `y` instead multiplies the result by $N_\uparrow!\,N_\downarrow!$, a factor that the normalisation constants of the two amplitudes cancel.) The Cauchy–Binet formula turns that sum into $\det(\Phi_s^\dagger A)\det(\Psi_s^\dagger B)$ for each field. This step is ordinary linear algebra, but it is not part of what was proved in Lean.

The theorems give an equality for the complete sum over fields. They make no statement about the variance when fields are sampled, about rounding in floating-point numbers, or about how well a Gutzwiller state approximates a ground state.
